# A uniform shell gives a lower central potential than any nonnegative radial charge of the same positive total inside it

When the tail of a core state reaches beyond the muffin-tin sphere of an LAPW calculation, its charge q can be put back inside the sphere or spread over the region outside, and the potential at the nucleus depends on the choice. To compare the two, we model the outside region as a spherical shell R < r < S, where R is the sphere radius, and describe each placement by a radial charge f(r), the charge per unit radius.

## Potential at the nucleus

A thin sphere of radius r carrying charge f(r) dr contributes f(r) dr / r at its centre. The central potential is therefore

V = ∫ f(r)/r dr,

in units where a point charge q at distance r gives q/r. If electrons are counted as positive charge, V is the repulsion energy of an electron at the nucleus, in atomic units.

## The uniform shell

Let 0 < R < S. The constant volume density is 3q/(4π(S³ − R³)). Multiplying by 4πr² gives the radial charge

s(r) = 3qr²/(S³ − R³).

Since ∫ r² dr from R to S is (S³ − R³)/3, the total is q. The potential is

V_shell = 3q/(S³ − R³) · (S² − R²)/2 = 3q(R + S)/(2(R² + RS + S²)),

after cancelling S − R.

## Comparison with charge inside the sphere

Let f ≥ 0 on (0, R] have total q, with f(r)/r integrable. Then f = r · f(r)/r is integrable too, because r is bounded. From f(r)/r ≥ f(r)/R it follows that

V_core ≥ q/R.

Subtracting the shell potential gives

V_core − V_shell ≥ q(2S² − RS − R²)/(2R(R² + RS + S²)) = q(S − R)(R + 2S)/(2R(R² + RS + S²)),

which is positive for q > 0.

The outer charge need not be uniform. If g ≥ 0 is integrable on (R, S] with total q > 0, then

q/R − V_outer = ∫ g(r)(1/R − 1/r) dr ≥ 0.

Equality would force g to vanish almost everywhere, contradicting q > 0. So V_outer < q/R ≤ V_core.

## The statement in Lean

`centralPotential f a b` is the integral of f(r)/r over a < r ≤ b. `shellCharge q R S` is the function s above; despite its name it is neither a total charge nor a volume density, which is `shellDensity`.

The theorem `shell_lt_core` assumes 0 < R < S and q > 0. It gives the closed form for the shell and places it strictly below `centralPotential f 0 R` for every real function f that is nonnegative on (0, R], has total q and has f(r)/r integrable. The last condition matters because Lean assigns the value 0 to a divergent integral.

The charges are given, not computed from orbitals, and only the potential at the centre is compared. A crystal's interstitial region is not a spherical shell, and in a crystal the charge in the other cells and the choice of the zero of potential also matter; the model leaves these out. Within the model, spreading the tail charge outside gives an electron at the nucleus a lower repulsion energy than any spherical placement inside.

## A signed charge that reverses the inequality

Some sign condition on f is needed. Take R = 1, S = 2, q = 1 and f(r) = 12r² − 6r, which is negative for 0 < r < 1/2. Its total is 4 − 3 = 1, but its central potential is 6 − 6 = 0, below the shell's 9/14.

## The complete file

```lean
import Mathlib

open MeasureTheory

namespace CoreShellPotential

noncomputable section

/-- Electrostatic potential at the nucleus, in units where a point charge `q` at distance `r`
gives `q / r`, of a radial charge `f` (charge per unit radius) on `a < r ≤ b`, for `0 ≤ a ≤ b`
and `f r / r` integrable. -/
def centralPotential (f : ℝ → ℝ) (a b : ℝ) : ℝ := ∫ r in a..b, f r / r

/-- Constant volume density of a charge `q` spread uniformly over the shell between the radii
`R` and `S`, for `0 ≤ R < S`. -/
def shellDensity (q R S : ℝ) : ℝ := 3 * q / (4 * Real.pi * (S ^ 3 - R ^ 3))

/-- Radial charge of the uniform shell, the sphere area `4πr²` times the volume density,
for `0 ≤ R < S` and `r` between `R` and `S`. -/
def shellCharge (q R S r : ℝ) : ℝ := 4 * Real.pi * r ^ 2 * shellDensity q R S

/-- For `0 < R < S` the radial charge of the uniform shell is `3qr² / (S³ - R³)`. -/
theorem shellCharge_eq {R S : ℝ} (hR : 0 < R) (hRS : R < S) (q r : ℝ) :
    shellCharge q R S r = 3 * q / (S ^ 3 - R ^ 3) * r ^ 2 := by
  have hd : S ^ 3 - R ^ 3 ≠ 0 :=
    (sub_pos.2 (pow_lt_pow_left₀ hRS hR.le (by norm_num))).ne'
  have hp : 4 * Real.pi * (S ^ 3 - R ^ 3) ≠ 0 :=
    mul_ne_zero (mul_ne_zero (by norm_num) Real.pi_ne_zero) hd
  unfold shellCharge shellDensity
  rw [mul_div_assoc', div_mul_eq_mul_div, div_eq_div_iff hp hd]
  ring

/-- For `0 < R < S` the uniform shell carries the total charge `q`. -/
theorem shell_total_charge {R S : ℝ} (hR : 0 < R) (hRS : R < S) (q : ℝ) :
    ∫ r in R..S, shellCharge q R S r = q := by
  have hd : S ^ 3 - R ^ 3 ≠ 0 :=
    (sub_pos.2 (pow_lt_pow_left₀ hRS hR.le (by norm_num))).ne'
  have h2 : ∫ r in R..S, r ^ 2 = (S ^ 3 - R ^ 3) / 3 := by
    rw [integral_pow]
    norm_num
  simp only [shellCharge_eq hR hRS]
  rw [intervalIntegral.integral_const_mul, h2]
  field_simp

/-- For `0 < R < S` a charge `q` spread uniformly over the shell between `R` and `S` has the
central potential `3q(R + S) / (2(R² + RS + S²))`. -/
theorem shell_centralPotential {R S : ℝ} (hR : 0 < R) (hRS : R < S) (q : ℝ) :
    centralPotential (shellCharge q R S) R S
      = 3 * q * (R + S) / (2 * (R ^ 2 + R * S + S ^ 2)) := by
  have hS : 0 < S := hR.trans hRS
  have hd : S ^ 3 - R ^ 3 ≠ 0 :=
    (sub_pos.2 (pow_lt_pow_left₀ hRS hR.le (by norm_num))).ne'
  have hD : 2 * (R ^ 2 + R * S + S ^ 2) ≠ 0 := by positivity
  -- one power of `r` cancels against the Coulomb factor
  have h1 : ∫ r in R..S, shellCharge q R S r / r
      = ∫ r in R..S, 3 * q / (S ^ 3 - R ^ 3) * r := by
    apply intervalIntegral.integral_congr
    intro r hr
    rw [Set.uIcc_of_le hRS.le] at hr
    have hr0 : r ≠ 0 := (hR.trans_le hr.1).ne'
    simp only [shellCharge_eq hR hRS]
    field_simp
  unfold centralPotential
  rw [h1, intervalIntegral.integral_const_mul, integral_id, div_mul_div_comm,
    div_eq_div_iff (mul_ne_zero hd (by norm_num)) hD]
  ring

/-- A nonnegative radial charge `f` on `(0, R]` with total `q` and `f r / r` integrable has a
central potential of at least `q / R`. -/
theorem core_centralPotential_ge {R q : ℝ} (hR : 0 < R) {f : ℝ → ℝ}
    (hf : ∀ r ∈ Set.Ioc 0 R, 0 ≤ f r)
    (hint : IntervalIntegrable (fun r => f r / r) volume 0 R)
    (hq : ∫ r in (0 : ℝ)..R, f r = q) :
    q / R ≤ centralPotential f 0 R := by
  -- `f` is the integrable function `f r / r` times the bounded function `r`
  have hfi : IntegrableOn f (Set.Ioc 0 R) volume := by
    have h := (hint.mul_continuousOn (continuousOn_id (s := Set.uIcc 0 R))).1
    refine h.congr_fun (fun r hr => ?_) measurableSet_Ioc
    have hr0 : r ≠ 0 := hr.1.ne'
    show f r / r * r = f r
    field_simp
  unfold centralPotential
  rw [← hq, ← intervalIntegral.integral_div]
  simp only [intervalIntegral.integral_of_le hR.le]
  exact setIntegral_mono_on (Integrable.div_const hfi R) hint.1 measurableSet_Ioc
    (fun r hr => div_le_div_of_nonneg_left (hf r hr) hr.1 hr.2)

/-- A nonnegative integrable radial charge on `(R, S]`, `0 < R < S`, with total `q > 0` has a
central potential strictly below `q / R`. -/
theorem outer_centralPotential_lt {R S q : ℝ} (hR : 0 < R) (hRS : R < S) (hq0 : 0 < q)
    {g : ℝ → ℝ} (hg : ∀ r ∈ Set.Ioc R S, 0 ≤ g r)
    (hgi : IntervalIntegrable g volume R S) (hq : ∫ r in R..S, g r = q) :
    centralPotential g R S < q / R := by
  have hc : ContinuousOn (fun r : ℝ => r⁻¹) (Set.uIcc R S) := by
    refine continuousOn_id.inv₀ (fun r hr => ?_)
    rw [Set.uIcc_of_le hRS.le] at hr
    exact (hR.trans_le hr.1).ne'
  have hgr : IntervalIntegrable (fun r => g r / r) volume R S := by
    simpa only [div_eq_mul_inv] using hgi.mul_continuousOn hc
  have hgR : IntervalIntegrable (fun r => g r / R) volume R S := hgi.div_const R
  have hnn : 0 ≤ᵐ[volume.restrict (Set.Ioc R S)] fun r => g r / R - g r / r :=
    ae_restrict_of_forall_mem measurableSet_Ioc (fun r hr =>
      sub_nonneg.2 (div_le_div_of_nonneg_left (hg r hr) hR hr.1.le))
  have hdiff : ∫ r in Set.Ioc R S, (g r / R - g r / r) = q / R - centralPotential g R S := by
    rw [← intervalIntegral.integral_of_le hRS.le, intervalIntegral.integral_sub hgR hgr,
      intervalIntegral.integral_div, hq]
    rfl
  by_contra hlt
  have hle : q / R ≤ centralPotential g R S := not_lt.1 hlt
  have hzero : ∫ r in Set.Ioc R S, (g r / R - g r / r) = 0 :=
    le_antisymm (by linarith) (integral_nonneg_of_ae hnn)
  -- equality would force the charge to vanish almost everywhere
  have hae := (integral_eq_zero_iff_of_nonneg_ae hnn (hgR.1.sub hgr.1)).1 hzero
  have hg0 : g =ᵐ[volume.restrict (Set.Ioc R S)] 0 := by
    filter_upwards [hae, ae_restrict_mem measurableSet_Ioc] with r h0 hr
    change g r / R - g r / r = 0 at h0
    change g r = 0
    by_contra hne
    have hpos : 0 < g r := lt_of_le_of_ne (hg r hr) (Ne.symm hne)
    have := div_lt_div_of_pos_left hpos hR hr.1
    linarith
  have : ∫ r in R..S, g r = 0 := by
    rw [intervalIntegral.integral_of_le hRS.le]
    exact integral_eq_zero_of_ae hg0
  linarith

/-- Let `f` on `(0, R]` and `g` on `(R, S]`, `0 < R < S`, be nonnegative radial charges with the
same total `q > 0`, with `f r / r` and `g` integrable. Then `g` has the strictly lower central
potential. -/
theorem outer_lt_core {R S q : ℝ} (hR : 0 < R) (hRS : R < S) (hq0 : 0 < q) {f g : ℝ → ℝ}
    (hf : ∀ r ∈ Set.Ioc 0 R, 0 ≤ f r)
    (hint : IntervalIntegrable (fun r => f r / r) volume 0 R)
    (hfq : ∫ r in (0 : ℝ)..R, f r = q)
    (hg : ∀ r ∈ Set.Ioc R S, 0 ≤ g r)
    (hgi : IntervalIntegrable g volume R S) (hgq : ∫ r in R..S, g r = q) :
    centralPotential g R S < centralPotential f 0 R :=
  (outer_centralPotential_lt hR hRS hq0 hg hgi hgq).trans_le
    (core_centralPotential_ge hR hf hint hfq)

/-- For `0 < R < S`, a nonnegative radial charge `f` on `(0, R]` with total `q` and `f r / r`
integrable has a central potential that exceeds that of the uniform shell of charge `q` by at
least `q(S - R)(R + 2S) / (2R(R² + RS + S²))`. -/
theorem core_sub_shell_ge {R S q : ℝ} (hR : 0 < R) (hRS : R < S) {f : ℝ → ℝ}
    (hf : ∀ r ∈ Set.Ioc 0 R, 0 ≤ f r)
    (hint : IntervalIntegrable (fun r => f r / r) volume 0 R)
    (hq : ∫ r in (0 : ℝ)..R, f r = q) :
    q * (S - R) * (R + 2 * S) / (2 * R * (R ^ 2 + R * S + S ^ 2))
      ≤ centralPotential f 0 R - centralPotential (shellCharge q R S) R S := by
  have hS : 0 < S := hR.trans hRS
  have hD : 2 * (R ^ 2 + R * S + S ^ 2) ≠ 0 := by positivity
  have hE : 2 * R * (R ^ 2 + R * S + S ^ 2) ≠ 0 := by positivity
  have hgap : q / R - 3 * q * (R + S) / (2 * (R ^ 2 + R * S + S ^ 2))
      = q * (S - R) * (R + 2 * S) / (2 * R * (R ^ 2 + R * S + S ^ 2)) := by
    rw [div_sub_div _ _ hR.ne' hD, div_eq_div_iff (mul_ne_zero hR.ne' hD) hE]
    ring
  rw [shell_centralPotential hR hRS, ← hgap]
  linarith [core_centralPotential_ge hR hf hint hq]

/-- For `0 < R < S` and `q > 0`, the uniform shell of charge `q` has the central potential
`3q(R + S) / (2(R² + RS + S²))`, and this is strictly below the central potential of every
nonnegative radial charge `f` on `(0, R]` with total `q` and `f r / r` integrable. -/
theorem shell_lt_core {R S q : ℝ} (hR : 0 < R) (hRS : R < S) (hq0 : 0 < q) :
    centralPotential (shellCharge q R S) R S
        = 3 * q * (R + S) / (2 * (R ^ 2 + R * S + S ^ 2)) ∧
      ∀ f : ℝ → ℝ, (∀ r ∈ Set.Ioc 0 R, 0 ≤ f r) →
        IntervalIntegrable (fun r => f r / r) volume 0 R →
        ∫ r in (0 : ℝ)..R, f r = q →
        3 * q * (R + S) / (2 * (R ^ 2 + R * S + S ^ 2)) < centralPotential f 0 R := by
  have hS : 0 < S := hR.trans hRS
  refine ⟨shell_centralPotential hR hRS q, fun f hf hint hq => ?_⟩
  have hpos : 0 < q * (S - R) * (R + 2 * S) / (2 * R * (R ^ 2 + R * S + S ^ 2)) :=
    div_pos (mul_pos (mul_pos hq0 (sub_pos.2 hRS)) (by positivity)) (by positivity)
  have hgap := core_sub_shell_ge hR hRS hf hint hq
  rw [shell_centralPotential hR hRS] at hgap
  linarith

end

end CoreShellPotential
```

```lean
#print axioms CoreShellPotential.shell_total_charge
#print axioms CoreShellPotential.shell_centralPotential
#print axioms CoreShellPotential.outer_lt_core
#print axioms CoreShellPotential.shell_lt_core
```

```
'CoreShellPotential.shell_total_charge' depends on axioms: [propext, Classical.choice, Quot.sound]
'CoreShellPotential.shell_centralPotential' depends on axioms: [propext, Classical.choice, Quot.sound]
'CoreShellPotential.outer_lt_core' depends on axioms: [propext, Classical.choice, Quot.sound]
'CoreShellPotential.shell_lt_core' depends on axioms: [propext, Classical.choice, Quot.sound]
```

## From the shell integral to the strict inequality

`shellCharge_eq` simplifies the radial charge, and `shell_total_charge` confirms that it integrates to q. In `shell_centralPotential`, `integral_congr` cancels one power of r under the integral; `integral_id` then integrates r.

`core_centralPotential_ge` proves the bound q/R. `core_sub_shell_ge` combines it with the algebraic identity `hgap`, and `shell_lt_core` adds that the gap is positive.

`outer_centralPotential_lt` treats the general outer charge by contradiction: a nonnegative integrand with zero integral vanishes almost everywhere. `outer_lt_core` chains this with the core bound.

## Comparing integrals with `setIntegral_mono_on`

This Mathlib lemma turns a pointwise inequality on a measurable set into an inequality of integrals, provided both integrands are integrable there. Here they are f(r)/R and f(r)/r on (0, R]. The second is integrable by hypothesis. For the first, `hfi` recovers the integrability of f by multiplying f(r)/r by the continuous function r, using `mul_continuousOn`. The set excludes r = 0, so the pointwise step only compares divisions by positive numbers.
